# A finite-dimensional subspace that gains one dimension under a linear map and contains no nonzero invariant subspace is a Krylov space

## Three sites and a plane

A toy map A, which is not Hermitian and so is not the Hamiltonian of a closed system, moves one particle one way along three sites with basis states e₁, e₂, e₃:

A e₁ = a e₂,  A e₂ = e₃,  A e₃ = 0.

Let W be the plane spanned by e₁ and e₂. Is there a single state v in W such that W = span(v, Av)?

Such a v must stay in W after one application of A. For a general state of the plane,

A(x e₁ + y e₂) = a x e₂ + y e₃,

and this lies in W only if y = 0. The candidates are therefore the multiples of e₁. If a ≠ 0, then A e₁ = a e₂ supplies the missing direction and W = span(e₁, A e₁). If a = 0, then A e₁ = 0, the line through e₁ is mapped into itself, and no start vector exists.

In both cases W + AW is the whole three-dimensional space, so the dimensions of W and W + AW do not tell the two apart. An invariant line inside W does.

## The question for an eigensolver

Lanczos and Arnoldi methods look for eigenvectors in a space spanned by v, Av, A²v and so on. After a restart or a compression the solver holds some subspace W of dimension m, and one may ask whether W could have been generated from a single start vector.

The condition dim(W + AW) = m + 1 says that applying A to W produces just one new direction: modulo W, all the vectors Aw with w in W are multiples of one residual vector. The other condition is that W contains no nonzero subspace mapped into itself by A. Over the complex numbers this means that W contains no exact eigenvector; that translation is ordinary linear algebra added here, not a statement of the Lean code.

For a Hamiltonian matrix in a finite basis, as in electronic-structure diagonalisation, the result identifies such a W as a Krylov space when both conditions hold exactly. A real solver decides ranks by a tolerance, and the step from exact dimensions to numerical ranks needs a perturbation argument that the hypotheses do not supply.

## The statement and its Lean form

The letter K denotes the field of scalars, as in the code. The Krylov space, often written K_m(A, v) in textbooks, is written here as

Kr(v, m) = span(v, Av, ..., A^(m-1) v).

Let V be a vector space over K, A a linear map from V to itself, and W a subspace of dimension m ≥ 1 with dim(W + AW) = m + 1. Then

W = Kr(v, m) for some v  ⇔  W contains no nonzero A-invariant subspace.

The direction from right to left is `exists_start_vector`; the equivalence is `krylov_characterization`.

- `End K V` is the type of linear maps from V to V. No inner product, Hermiticity or invertibility is assumed.
- `krylov A v m` is Kr(v, m), with powers k = 0, ..., m − 1. Its definition does not require the iterates to be independent.
- `InvariantFree A W` says that every subspace U of W with AU inside U is zero.
- `W.map A` is AW, and `W.comap A` is the preimage A⁻¹W, which exists for any A. The symbols `⊔` and `⊓` are sum and intersection, and `⊥` is the zero subspace.
- `finrank` is the dimension. Because it is m ≥ 1, W is finite-dimensional, while V may be infinite-dimensional.

A must be defined on all of V. An unbounded Hamiltonian given only on a domain is therefore not covered directly; the theorem does apply after a discretisation, or on a space that the Hamiltonian maps into itself.

The growth condition is a hypothesis of the equivalence in both directions. The line through an eigenvector is a Krylov space with m = 1, but it does not grow, so it is not an instance.

## Counting dimensions modulo W

Let W′ = W ∩ A⁻¹W be the part of W that A keeps inside W, and let q be the projection from V to V/W.

On W + AW, the map q has kernel W and image q(AW). On W, the map qA has kernel W′ and the same image. Rank-nullity gives

dim(W + AW) = dim q(AW) + dim W,

dim W = dim q(AW) + dim W′.

Eliminating dim q(AW) yields

dim(W + AW) + dim W′ = 2 dim W.

If dim W = m and dim(W + AW) = m + 1, then dim W′ = m − 1.

## Finding the start vector

The argument is by induction on m. For m = 1, W is a line, and any nonzero v in it gives W = Kr(v, 1).

Suppose the claim holds for m ≥ 1, and let W have dimension m + 1, with dim(W + AW) = m + 2 and no nonzero invariant subspace inside W. The count gives dim W′ = m. Both W′ and AW′ lie in W. Since W′ is nonzero, it cannot be invariant, so W′ + AW′ has dimension at least m + 1. It lies in W, which has exactly that dimension, hence

W′ + AW′ = W.

So W′ has dimension m, grows by one, and inherits from W the absence of nonzero invariant subspaces. By induction W′ = Kr(v, m), and

W = Kr(v, m) + A Kr(v, m) = Kr(v, m + 1).

In the three-site example W′ is the line through e₁.

## Why a growing Krylov space has no invariant part

For the converse, assume dim Kr(v, m) = m and dim Kr(v, m + 1) = m + 1. If m = 0, the space is zero and there is nothing to show.

For the step from n to n + 1, assume that Kr(v, n + 1) and Kr(v, n + 2) have dimensions n + 1 and n + 2. The count, applied to W = Kr(v, n + 1), gives

dim(Kr(v, n + 1) ∩ A⁻¹Kr(v, n + 1)) = 2(n + 1) − (n + 2) = n.

This intersection contains Kr(v, n). Adding the one vector Aⁿv to Kr(v, n) gives Kr(v, n + 1), so Kr(v, n) has dimension at least n. The two spaces are therefore equal.

An invariant U inside Kr(v, n + 1) satisfies AU ⊆ U ⊆ Kr(v, n + 1), so it lies in the intersection, that is, in Kr(v, n). By the induction hypothesis U = 0.

## The Lean file

```lean
import Mathlib

open Module

namespace KrylovCharacterization

variable {K V : Type*} [Field K] [AddCommGroup V] [Module K V]

/-- The Krylov space spanned by the first `m` iterates `v, A v, ..., A^(m-1) v`. -/
def krylov (A : End K V) (v : V) (m : ℕ) : Submodule K V :=
  Submodule.span K {x | ∃ k, k < m ∧ (A ^ k) v = x}

/-- The subspace `W` contains no nonzero subspace that `A` maps into itself. -/
def InvariantFree (A : End K V) (W : Submodule K V) : Prop :=
  ∀ U : Submodule K V, U ≤ W → U.map A ≤ U → U = ⊥

/-- A Krylov space is finite-dimensional. -/
instance krylovFinite (A : End K V) (v : V) (m : ℕ) :
    FiniteDimensional K (krylov A v m) :=
  FiniteDimensional.span_of_finite K ((Set.finite_Iio m).image fun k => (A ^ k) v)

/-- For a finite-dimensional subspace `W`, the dimensions of `W + AW` and of the part of `W`
that `A` keeps inside `W` add up to twice the dimension of `W`. -/
theorem finrank_sup_map_add (A : End K V) (W : Submodule K V) [FiniteDimensional K W] :
    finrank K ↥(W ⊔ W.map A) + finrank K ↥(W ⊓ W.comap A) = 2 * finrank K W := by
  -- rank-nullity for a map restricted to a subspace
  have key : ∀ (g : V →ₗ[K] V ⧸ W) (S : Submodule K V) [FiniteDimensional K S],
      finrank K ↥(S.map g) + finrank K ↥(S ⊓ LinearMap.ker g) = finrank K S := by
    intro g S _
    have h := (g.domRestrict S).finrank_range_add_finrank_ker
    have hk : (LinearMap.ker (g.domRestrict S)).map S.subtype = S ⊓ LinearMap.ker g := by
      ext x
      constructor
      · rintro ⟨y, hy, rfl⟩
        exact ⟨y.2, hy⟩
      · rintro ⟨hx, hg⟩
        exact ⟨⟨x, hx⟩, hg, rfl⟩
    rw [← hk, Submodule.finrank_map_subtype_eq, ← LinearMap.range_domRestrict]
    exact h
  have h1 := key W.mkQ (W ⊔ W.map A)
  have h2 := key (W.mkQ ∘ₗ A) W
  rw [Submodule.map_sup, Submodule.mkQ_map_self, bot_sup_eq, Submodule.ker_mkQ,
    inf_eq_right.2 le_sup_left] at h1
  rw [Submodule.map_comp, LinearMap.ker_comp, Submodule.ker_mkQ] at h2
  omega

/-- The next Krylov space contains the present one and its image under `A`. -/
theorem krylov_le (A : End K V) (v : V) (m : ℕ) :
    krylov A v m ≤ krylov A v (m + 1) ⊓ (krylov A v (m + 1)).comap A := by
  refine Submodule.span_le.2 ?_
  rintro _ ⟨k, hk, rfl⟩
  exact Submodule.mem_inf.2 ⟨Submodule.subset_span ⟨k, by omega, rfl⟩,
    Submodule.mem_comap.2 (Submodule.subset_span ⟨k + 1, by omega, by rw [pow_succ']; rfl⟩)⟩

/-- For `m ≥ 1`, a Krylov space together with its image under `A` is the next Krylov space. -/
theorem krylov_sup_map (A : End K V) (v : V) {m : ℕ} (hm : 1 ≤ m) :
    krylov A v m ⊔ (krylov A v m).map A = krylov A v (m + 1) := by
  have h := krylov_le A v m
  refine le_antisymm (sup_le (h.trans inf_le_left)
    (Submodule.map_le_iff_le_comap.2 (h.trans inf_le_right))) (Submodule.span_le.2 ?_)
  rintro _ ⟨k, hk, rfl⟩
  rcases k with _ | k
  · exact Submodule.mem_sup_left (Submodule.subset_span ⟨0, by omega, rfl⟩)
  · exact Submodule.mem_sup_right ⟨(A ^ k) v, Submodule.subset_span ⟨k, by omega, rfl⟩,
      by rw [pow_succ']; rfl⟩

/-- A subspace `W` of dimension `m ≥ 1` that contains no nonzero `A`-invariant subspace and
grows by one dimension under `A` is the Krylov space of some starting vector. -/
theorem exists_start_vector (A : End K V) {m : ℕ} (hm : 1 ≤ m) (W : Submodule K V)
    (hW : finrank K W = m) (hinv : InvariantFree A W)
    (hsup : finrank K ↥(W ⊔ W.map A) = m + 1) : ∃ v, W = krylov A v m := by
  induction m, hm using Nat.le_induction generalizing W with
  | base =>
    have : FiniteDimensional K W := Module.finite_of_finrank_pos (by omega)
    have hne : W ≠ ⊥ := by
      rintro rfl
      simp at hW
    obtain ⟨v, hv, hv0⟩ := Submodule.exists_mem_ne_zero_of_ne_bot hne
    have hs : Submodule.span K {v} = W := Submodule.eq_of_le_of_finrank_le
      ((Submodule.span_singleton_le_iff_mem _ _).2 hv) (by rw [finrank_span_singleton hv0, hW])
    refine ⟨v, le_antisymm (hs.ge.trans ((Submodule.span_singleton_le_iff_mem _ _).2
      (Submodule.subset_span ⟨0, by omega, by simp⟩))) (Submodule.span_le.2 ?_)⟩
    rintro _ ⟨k, hk, rfl⟩
    obtain rfl : k = 0 := by omega
    simpa using hv
  | succ m hm ih =>
    have : FiniteDimensional K W := Module.finite_of_finrank_pos (by omega)
    have hd := finrank_sup_map_add A W
    -- pass to the part of `W` that `A` keeps inside `W`
    obtain ⟨W', hW'⟩ : ∃ W', W' = W ⊓ W.comap A := ⟨_, rfl⟩
    rw [← hW'] at hd
    have hdim : finrank K W' = m := by omega
    have : FiniteDimensional K W' := Module.finite_of_finrank_pos (by omega)
    have hle : W' ≤ W := hW' ▸ inf_le_left
    have hmap : W'.map A ≤ W := Submodule.map_le_iff_le_comap.2 (hW' ▸ inf_le_right)
    have hlt : W' < W' ⊔ W'.map A := by
      refine lt_of_le_of_ne le_sup_left fun h => ?_
      have hb := hinv W' hle (le_sup_right.trans h.ge)
      rw [hb, finrank_bot] at hdim
      omega
    have hgrow := Submodule.finrank_lt_finrank_of_lt hlt
    have heq : W' ⊔ W'.map A = W :=
      Submodule.eq_of_le_of_finrank_le (sup_le hle hmap) (by omega)
    obtain ⟨v, hv⟩ := ih W' hdim (fun U hU => hinv U (hU.trans hle)) (by rw [heq, hW])
    exact ⟨v, by rw [← heq, hv, krylov_sup_map A v hm]⟩

/-- If the Krylov spaces of `m` and `m + 1` steps have full dimensions `m` and `m + 1`, the
smaller one contains no nonzero `A`-invariant subspace. -/
theorem krylov_invariantFree (A : End K V) (v : V) (m : ℕ)
    (h1 : finrank K (krylov A v m) = m) (h2 : finrank K (krylov A v (m + 1)) = m + 1) :
    InvariantFree A (krylov A v m) := by
  induction m with
  | zero =>
    intro U hU _
    have h0 : krylov A v 0 = ⊥ := by simp [krylov]
    rwa [h0, le_bot_iff] at hU
  | succ n ih =>
    have hd := finrank_sup_map_add A (krylov A v (n + 1))
    rw [krylov_sup_map A v (m := n + 1) (by omega)] at hd
    -- one step adds at most one dimension
    have hle : krylov A v (n + 1) ≤ krylov A v n ⊔ Submodule.span K {(A ^ n) v} := by
      refine Submodule.span_le.2 ?_
      rintro _ ⟨k, hk, rfl⟩
      rcases (by omega : k < n ∨ k = n) with h | rfl
      · exact Submodule.mem_sup_left (Submodule.subset_span ⟨k, h, rfl⟩)
      · exact Submodule.mem_sup_right (Submodule.mem_span_singleton_self _)
    have ha := LinearMap.finrank_le_finrank_of_injective (Submodule.inclusion_injective hle)
    have hb := Submodule.finrank_add_le_finrank_add_finrank (krylov A v n)
      (Submodule.span K {(A ^ n) v})
    have hc : finrank K (Submodule.span K {(A ^ n) v}) ≤ 1 :=
      (finrank_span_le_card ({(A ^ n) v} : Set V)).trans (by simp)
    -- an invariant subspace therefore sits one Krylov step lower
    have heq := Submodule.eq_of_le_of_finrank_le (krylov_le A v n) (by omega)
    have hn : finrank K (krylov A v n) = n := by
      rw [heq]
      omega
    exact fun U hU hA => ih hn h1 U
      ((le_inf hU (Submodule.map_le_iff_le_comap.1 (hA.trans hU))).trans heq.ge) hA

/-- Let `W` have dimension `m ≥ 1` and grow by one dimension under `A`. Then `W` is an `m`-step
Krylov space exactly when it contains no nonzero `A`-invariant subspace. -/
theorem krylov_characterization (A : End K V) {m : ℕ} (hm : 1 ≤ m) (W : Submodule K V)
    (hW : finrank K W = m) (hsup : finrank K ↥(W ⊔ W.map A) = m + 1) :
    (∃ v, W = krylov A v m) ↔ InvariantFree A W := by
  refine ⟨?_, fun h => exists_start_vector A hm W hW h hsup⟩
  rintro ⟨v, rfl⟩
  rw [krylov_sup_map A v hm] at hsup
  exact krylov_invariantFree A v m hW hsup

/-- One-way hopping on three sites: amplitude `a` from the first site to the second, and
amplitude one from the second to the third. -/
def chain (a : K) : End K (K × K × K) where
  toFun p := (0, a * p.1, p.2.1)
  map_add' p q := by ext <;> simp [mul_add]
  map_smul' c p := by ext <;> simp [mul_left_comm]

/-- The states with no amplitude on the third site. -/
def plane (K : Type*) [Field K] : Submodule K (K × K × K) :=
  LinearMap.ker (LinearMap.snd K K K ∘ₗ LinearMap.snd K K (K × K))

/-- For the three-site chain, the plane of the first two sites has dimension two and grows to
dimension three for every `a`; it has no nonzero invariant subspace exactly when `a ≠ 0`. -/
theorem chain_witness (a : K) :
    finrank K (plane K) = 2 ∧ finrank K ↥(plane K ⊔ (plane K).map (chain a)) = 3 ∧
      (InvariantFree (chain a) (plane K) ↔ a ≠ 0) := by
  have e : finrank K (K × K × K) = 3 := by simp
  refine ⟨?_, ?_, ?_, ?_⟩
  · have h := LinearMap.finrank_range_add_finrank_ker
      (LinearMap.snd K K K ∘ₗ LinearMap.snd K K (K × K))
    rw [LinearMap.range_eq_top.2 fun z => ⟨(0, 0, z), rfl⟩, finrank_top, e,
      finrank_self] at h
    unfold plane
    omega
  · have ht : plane K ⊔ (plane K).map (chain a) = ⊤ := by
      rw [eq_top_iff]
      rintro ⟨x, y, z⟩ -
      exact Submodule.mem_sup.2 ⟨(x, y, 0), by simp [plane], (0, 0, z),
        ⟨(0, z, 0), by simp [plane], by simp [chain]⟩, by simp⟩
    rw [ht, finrank_top, e]
  · -- without the first coupling, the first site alone is invariant
    intro h ha
    have h0 : chain a (1, 0, 0) = 0 := by simp [chain, ha]
    have hb := h (Submodule.span K {(1, 0, 0)})
      ((Submodule.span_singleton_le_iff_mem _ _).2 (by simp [plane]))
      (by
        rw [Submodule.map_span, Set.image_singleton, h0, Submodule.span_singleton_le_iff_mem]
        exact Submodule.zero_mem _)
    simp at hb
  · intro ha U hU hA
    have k : ∀ p ∈ U, chain a p ∈ U := fun p hp => hA (Submodule.mem_map_of_mem hp)
    rw [eq_bot_iff]
    rintro ⟨x, y, z⟩ hu
    have z0 : z = 0 := hU hu
    have y0 : y = 0 := hU (k _ hu)
    have x0 : a * x = 0 := hU (k _ (k _ hu))
    have x1 : x = 0 := (mul_eq_zero.1 x0).resolve_left ha
    simp [x1, y0, z0]

end KrylovCharacterization
```

```lean
#print axioms KrylovCharacterization.krylov_invariantFree
#print axioms KrylovCharacterization.krylov_characterization
```

```
'KrylovCharacterization.krylov_invariantFree' depends on axioms: [propext, Classical.choice, Quot.sound]
'KrylovCharacterization.krylov_characterization' depends on axioms: [propext, Classical.choice, Quot.sound]
```

## From the count to the equivalence

`finrank_sup_map_add` is the dimension count. Its inner statement `key` is rank-nullity for a map restricted to a subspace. It is used once with the projection `W.mkQ` on W + AW and once with `W.mkQ ∘ₗ A` on W; `omega` then eliminates the common image dimension.

`krylov_le` shows that Kr(v, m) and its image lie in Kr(v, m + 1). `krylov_sup_map` turns this into the equality Kr(v, m) + A Kr(v, m) = Kr(v, m + 1) for m ≥ 1: the iterate with k = 0 comes from the first summand, every later one from the second. The instance `krylovFinite` records that Krylov spaces are finite-dimensional, which the dimension comparisons require.

In `exists_start_vector`, the induction is carried out with `generalizing W`, because the induction hypothesis is applied to W′ and not to W. The strict inclusion `hlt` expresses that W′ is not invariant, `hgrow` converts it into a strict inequality of dimensions, and `heq` is the equality W′ + AW′ = W.

In `krylov_invariantFree`, `hle`, `ha`, `hb` and `hc` together say that one step adds at most one dimension. The equality `heq` identifies Kr(v, n) with the part of Kr(v, n + 1) that A keeps inside, and the last lines move U down one step. `krylov_characterization` combines the two directions, using `krylov_sup_map` to read the growth condition as the dimension of the next Krylov space.

## The chain as a check on the hypotheses

`chain a` sends (x, y, z) to (0, a x, y), and `plane K` is the set of states with z = 0. `chain_witness` proves that the plane has dimension 2 and grows to dimension 3 for every a, and that it is free of nonzero invariant subspaces exactly when a ≠ 0.

For a = 0 the proof exhibits the line through (1, 0, 0). For a ≠ 0 it takes a vector (x, y, z) in an invariant subspace of the plane and applies the chain twice. The third components of the vector and its two images are z, y and a x; all must vanish, so the vector is zero.

Together with the equivalence at m = 2, this shows that the hypotheses of `exists_start_vector` are satisfied for a ≠ 0, and that at a = 0 the two dimension conditions alone do not yield a start vector.
